# Lanczos vectors of a real skew-symmetric operator are orthonormal and split by parity until breakdown

The Lanczos recurrence is usually written with a fictitious vector $q_{-1}=0$. Here the vectors are indexed by the natural numbers, which have no $-1$, so the first step is stated separately as $b_1q_1=Aq_0$. The later steps are $b_{j+1}q_{j+1}=Aq_j+b_jq_{j-1}$. A run is described by the equations it satisfies, not by a program that computes it.

If $A$ is real and skew-symmetric, the $q_j$ are unit vectors and $b_1,\dots,b_m$ are nonzero, then $q_0,\dots,q_m$ are orthonormal. Moreover, $q_{2k}$ is a combination of $q_0,A^2q_0,\dots,A^{2k}q_0$ whenever $2k\le m$.

## The operator and the run

In Lean 4 with Mathlib:

```lean
import Mathlib

open scoped InnerProductSpace

namespace SkewSymmetricLanczos

noncomputable section

variable {V : Type*} [NormedAddCommGroup V] [InnerProductSpace ℝ V]
variable {A : V →ₗ[ℝ] V} {b : ℕ → ℝ} {q : ℕ → V} {m : ℕ}
```

`V` is a real inner-product space of any dimension, and `A` is a linear map defined on all of it. The sequences `b` and `q` are functions on the natural numbers, but only the entries used in the first `m` steps are constrained.

```lean
/-- A real operator is skew-symmetric when moving it across the inner product changes the sign. -/
def IsSkew (A : V →ₗ[ℝ] V) : Prop := ∀ x y, ⟪A x, y⟫_ℝ = -⟪x, A y⟫_ℝ
```

`IsSkew A` is the proposition $\langle Ax,y\rangle=-\langle x,Ay\rangle$ for all $x,y$. In an orthonormal basis of a finite-dimensional space this is $A^T=-A$.

```lean
/-- A run of `m` skew-symmetric Lanczos steps without breakdown: unit vectors `q 0, ..., q m`
linked by the recurrence `b (j+1) q (j+1) = A q j + b j q (j-1)`, with no previous vector
at the first step. -/
structure SkewLanczos (A : V →ₗ[ℝ] V) (b : ℕ → ℝ) (q : ℕ → V) (m : ℕ) : Prop where
  unit : ∀ j, j ≤ m → ‖q j‖ = 1
  start : 0 < m → b 1 • q 1 = A (q 0)
  step : ∀ j, j + 1 < m → b (j + 2) • q (j + 2) = A (q (j + 1)) + b (j + 1) • q j
  nonzero : ∀ j, j < m → b (j + 1) ≠ 0
```

A `structure` of type `Prop` bundles several conditions, here four: normalisation, the first step, the later steps and the absence of breakdown. The symbol `•` multiplies a vector by a scalar. In `step` the index is shifted by one, so that the equation reads $b_{j+2}q_{j+2}=Aq_{j+1}+b_{j+1}q_j$. The coefficients may have either sign. A zero coefficient would mean that the recurrence no longer determines the next vector.

```lean
/-- The span of those vectors `v i` with `i ≤ j` whose index has the same parity as `j`. -/
def paritySpan (v : ℕ → V) (j : ℕ) : Submodule ℝ V :=
  Submodule.span ℝ (v '' {i | i ≤ j ∧ i % 2 = j % 2})
```

`paritySpan v j` is the span of $v_j,v_{j-2},v_{j-4},\dots$, ending at $v_0$ or $v_1$.

```lean
/-- The Krylov sequence `x, A x, A² x, ...`. -/
def krylov (A : V →ₗ[ℝ] V) (x : V) (i : ℕ) : V := (A ^ i) x
```

`krylov A x i` is $A^ix$.

## Orthogonality from a two-term recurrence

```lean
/-- A skew-symmetric operator has zero expectation value in every real vector. -/
theorem skew_expectation (hA : IsSkew A) (x : V) : ⟪x, A x⟫_ℝ = 0 := by
  have h := hA x x
  rw [real_inner_comm] at h
  linarith
```

Setting $y=x$ in the skewness condition gives $\langle Ax,x\rangle=-\langle x,Ax\rangle$. The real inner product is symmetric, so this number equals its own negative and vanishes. This is why the recurrence has no diagonal term.

```lean
/-- For `j + 1 < m`, the action of `A` on the Lanczos vector `q (j+1)` is a combination of its two
neighbours `q (j+2)` and `q j`. -/
theorem SkewLanczos.apply_succ (h : SkewLanczos A b q m) (j : ℕ) (hj : j + 1 < m) :
    A (q (j + 1)) = b (j + 2) • q (j + 2) - b (j + 1) • q j :=
  eq_sub_of_add_eq (h.step j hj).symm
```

This is the recurrence solved for the action of $A$: $Aq_{j+1}=b_{j+2}q_{j+2}-b_{j+1}q_j$.

```lean
/-- Any two different vectors of a skew-symmetric Lanczos run are orthogonal. -/
theorem lanczos_orthogonal (hA : IsSkew A) (h : SkewLanczos A b q m) (j : ℕ) :
    j ≤ m → ∀ i, i < j → ⟪q i, q j⟫_ℝ = 0 := by
  have u : ∀ k, k ≤ m → ⟪q k, q k⟫_ℝ = 1 := by
    intro k hk
    rw [real_inner_self_eq_norm_sq, h.unit k hk]
    norm_num
  induction j using Nat.strong_induction_on with
  | _ j ih =>
    intro hj i hi
    obtain _ | _ | n := j
    · omega
    · obtain rfl : i = 0 := by omega
      have e := congrArg (fun v => ⟪q 0, v⟫_ℝ) (h.start (by omega))
      simp only [real_inner_smul_right, skew_expectation hA] at e
      exact (mul_eq_zero.1 e).resolve_left (h.nonzero 0 (by omega))
    · have e := congrArg (fun v => ⟪q i, v⟫_ℝ) (h.step n (by omega))
      simp only [real_inner_smul_right, inner_add_right] at e
      suffices s : ⟪q i, A (q (n + 1))⟫_ℝ + b (n + 1) * ⟪q i, q n⟫_ℝ = 0 from
        (mul_eq_zero.1 (e.trans s)).resolve_left (h.nonzero (n + 1) (by omega))
      rcases Nat.lt_or_ge n i with hin | hin
      · obtain rfl : i = n + 1 := by omega
        rw [skew_expectation hA, real_inner_comm,
          ih (n + 1) (by omega) (by omega) n (by omega)]
        ring
      · -- move `A` to the earlier vector and use the recurrence there
        have a : ⟪A (q i), q (n + 1)⟫_ℝ = b (i + 1) * ⟪q (i + 1), q (n + 1)⟫_ℝ := by
          obtain _ | k := i
          · rw [← h.start (by omega), real_inner_smul_left]
          · rw [h.apply_succ k (by omega), inner_sub_left, real_inner_smul_left,
              real_inner_smul_left, ih (n + 1) (by omega) (by omega) k (by omega)]
            ring
        have s := hA (q i) (q (n + 1))
        by_cases hn : i = n
        · -- the two surviving coefficients cancel
          rw [hn] at a s ⊢
          rw [u (n + 1) (by omega)] at a
          rw [u n (by omega)]
          linarith
        · rw [ih (n + 1) (by omega) (by omega) (i + 1) (by omega)] at a
          rw [ih n (by omega) (by omega) i (by omega)]
          linarith
```

The proof is a strong induction: to treat $q_j$, assume that all earlier vectors are mutually orthogonal. For $j=0$ there is nothing to show. For $j=1$,
$$b_1\langle q_0,q_1\rangle=\langle q_0,Aq_0\rangle=0,$$
and $b_1\neq0$.

For $j=n+2$, take the inner product of the recurrence with $q_i$, where $i\le n+1$:
$$b_{n+2}\langle q_i,q_{n+2}\rangle=\langle q_i,Aq_{n+1}\rangle+b_{n+1}\langle q_i,q_n\rangle.$$
It suffices that the right-hand side vanishes, since $b_{n+2}\ne0$.

- If $i=n+1$, the first term vanishes by skewness and the second by induction.
- If $i\le n$, move $A$ to the left and use the recurrence there:
$$\langle q_i,Aq_{n+1}\rangle=-\langle Aq_i,q_{n+1}\rangle=-b_{i+1}\langle q_{i+1},q_{n+1}\rangle.$$
The other term of $Aq_i$, proportional to $q_{i-1}$, is absent for $i=0$ and otherwise drops out by induction. For $i=n$ the right-hand side of the recurrence becomes $-b_{n+1}+b_{n+1}=0$, by normalisation. For $i<n$ both terms are zero.

In the code, `obtain` and `rcases` split the cases, `omega` settles the index inequalities and `linarith` performs the final cancellation.

```lean
/-- Below the diagonal, the matrix of `A` in the Lanczos vectors has the recurrence
coefficients next to the diagonal and zeros elsewhere. -/
theorem projected_matrix (hA : IsSkew A) (h : SkewLanczos A b q m) (i j : ℕ)
    (hij : i < j) (hj : j ≤ m) :
    ⟪q j, A (q i)⟫_ℝ = if j = i + 1 then b j else 0 := by
  have key : ⟪q j, A (q i)⟫_ℝ = b (i + 1) * ⟪q (i + 1), q j⟫_ℝ := by
    rw [real_inner_comm]
    obtain _ | k := i
    · rw [← h.start (by omega), real_inner_smul_left]
    · rw [h.apply_succ k (by omega), inner_sub_left, real_inner_smul_left,
        real_inner_smul_left, lanczos_orthogonal hA h j hj k (by omega)]
      ring
  rw [key]
  split_ifs with hc
  · rw [← hc, real_inner_self_eq_norm_sq, h.unit j hj]
    ring
  · rw [lanczos_orthogonal hA h j hj (i + 1) (by omega), mul_zero]
```

For $i<j\le m$, the same expansion of $Aq_i$ gives $\langle q_j,Aq_i\rangle=b_{i+1}\langle q_{i+1},q_j\rangle$. This is $b_j$ if $j=i+1$ and zero otherwise. Skewness fixes the rest of the matrix: zeros on the diagonal, $-b_j$ just above it and zeros further above.

For non-interacting fermions in a Majorana basis, the single-particle Hamiltonian is the imaginary unit times a real skew-symmetric matrix $A$. In exact arithmetic, the recurrence for $A$ therefore projects the Hamiltonian onto a chain of Majorana modes with nearest-neighbour couplings only.

## Even and odd powers of $A$

```lean
theorem mem_paritySpan (v : ℕ → V) {i j : ℕ} (hi : i ≤ j) (hp : i % 2 = j % 2) :
    v i ∈ paritySpan v j :=
  Submodule.subset_span ⟨i, ⟨hi, hp⟩, rfl⟩
```

A vector $v_i$ lies in the parity span at $j$ if $i\le j$ and the two indices have equal parity.

```lean
theorem paritySpan_mono (v : ℕ → V) {i j : ℕ} (hi : i ≤ j) (hp : i % 2 = j % 2) :
    paritySpan v i ≤ paritySpan v j := by
  refine Submodule.span_le.2 ?_
  rintro _ ⟨k, ⟨hk, hkp⟩, rfl⟩
  exact mem_paritySpan v (hk.trans hi) (hkp.trans hp)
```

Under the same conditions, the parity span at $i$ is contained in the one at $j$.

```lean
/-- The Lanczos vector `q j` is a combination of the vectors `A^i q 0` with `i ≤ j` and
`i` of the same parity as `j`. -/
theorem lanczos_mem_krylov (h : SkewLanczos A b q m) :
    ∀ j, j ≤ m → q j ∈ paritySpan (krylov A (q 0)) j := by
  -- applying `A` raises the Krylov degree by one
  have up : ∀ j, paritySpan (krylov A (q 0)) j ≤
      (paritySpan (krylov A (q 0)) (j + 1)).comap A := by
    intro j
    refine Submodule.span_le.2 ?_
    rintro _ ⟨i, ⟨hi, hp⟩, rfl⟩
    have e : A (krylov A (q 0) i) = krylov A (q 0) (i + 1) := by
      unfold krylov
      rw [pow_succ']
      rfl
    change A (krylov A (q 0) i) ∈ paritySpan (krylov A (q 0)) (j + 1)
    rw [e]
    exact mem_paritySpan _ (by omega) (by omega)
  intro j
  induction j using Nat.strong_induction_on with
  | _ j ih =>
    intro hj
    obtain _ | _ | n := j
    · have e : krylov A (q 0) 0 = q 0 := by simp [krylov]
      have h0 := mem_paritySpan (krylov A (q 0)) (le_refl 0) rfl
      rwa [e] at h0
    · refine (Submodule.smul_mem_iff _ (h.nonzero 0 (by omega))).1 ?_
      have e := up 0 (ih 0 (by omega) (by omega))
      rw [Submodule.mem_comap, ← h.start (by omega)] at e
      exact e
    · refine (Submodule.smul_mem_iff _ (h.nonzero (n + 1) (by omega))).1 ?_
      have e₁ : A (q (n + 1)) ∈ paritySpan (krylov A (q 0)) (n + 1 + 1) :=
        up (n + 1) (ih (n + 1) (by omega) (by omega))
      have e₂ : q n ∈ paritySpan (krylov A (q 0)) (n + 1 + 1) :=
        paritySpan_mono (i := n) (j := n + 1 + 1) _ (by omega) (by omega)
          (ih n (by omega) (by omega))
      have e := Submodule.add_mem _ e₁ (Submodule.smul_mem _ (b (n + 1)) e₂)
      rw [← h.step n (by omega)] at e
      exact e
```

Write $K_j$ for the span of $A^jq_0,A^{j-2}q_0,\dots$. Applying $A$ raises every power by one, so $A$ maps $K_j$ into $K_{j+1}$. The code expresses this with `comap`, the preimage of a subspace.

Now $q_0\in K_0$, and $b_1q_1=Aq_0\in K_1$. If $q_n\in K_n$ and $q_{n+1}\in K_{n+1}$, then
$$b_{n+2}q_{n+2}=Aq_{n+1}+b_{n+1}q_n\in K_{n+2},$$
because $K_n\subseteq K_{n+2}$. Dividing by the nonzero coefficient finishes the step. Skewness is not used: parity comes from the missing diagonal term.

```lean
/-- For `j ≤ m`, the Lanczos vectors with index at most `j` and of the same parity as `j` span the
same space as the Krylov vectors with those indices. -/
theorem parity_spans_eq (h : SkewLanczos A b q m) (j : ℕ) (hj : j ≤ m) :
    paritySpan q j = paritySpan (krylov A (q 0)) j := by
  have back : ∀ i, i ≤ m → krylov A (q 0) i ∈ paritySpan q i := by
    intro i
    induction i with
    | zero =>
      intro _
      have e : krylov A (q 0) 0 = q 0 := by simp [krylov]
      rw [e]
      exact mem_paritySpan q le_rfl rfl
    | succ i ih =>
      intro hi
      have up : paritySpan q i ≤ (paritySpan q (i + 1)).comap A := by
        refine Submodule.span_le.2 ?_
        rintro _ ⟨k, ⟨hk, hp⟩, rfl⟩
        change A (q k) ∈ paritySpan q (i + 1)
        obtain _ | k := k
        · rw [← h.start (by omega)]
          exact Submodule.smul_mem _ _ (mem_paritySpan q (by omega) (by omega))
        · rw [h.apply_succ k (by omega)]
          exact Submodule.sub_mem _
            (Submodule.smul_mem _ _ (mem_paritySpan q (by omega) (by omega)))
            (Submodule.smul_mem _ _ (mem_paritySpan q (by omega) (by omega)))
      have e : krylov A (q 0) (i + 1) = A (krylov A (q 0) i) := by
        unfold krylov
        rw [pow_succ']
        rfl
      rw [e]
      exact up (ih (by omega))
  apply le_antisymm
  · refine Submodule.span_le.2 ?_
    rintro _ ⟨i, ⟨hi, hp⟩, rfl⟩
    exact paritySpan_mono _ hi hp (lanczos_mem_krylov h i (hi.trans hj))
  · refine Submodule.span_le.2 ?_
    rintro _ ⟨i, ⟨hi, hp⟩, rfl⟩
    exact paritySpan_mono _ hi hp (back i (hi.trans hj))
```

The converse inclusion also holds. Since $Aq_k=b_{k+1}q_{k+1}-b_kq_{k-1}$, with the last term absent for $k=0$, applying $A$ to Lanczos vectors of one parity gives vectors of the other. Induction on $i$ places $A^iq_0$ in the span of $q_i,q_{i-2},\dots$. The two inclusions together give equality, which is the role of `le_antisymm`.

```lean
/-- Skew-symmetric Lanczos vectors are orthonormal, and each even-indexed vector `q (2k)` lies
in the span of `q 0, A² q 0, ..., A^(2k) q 0`. -/
theorem skew_lanczos (hA : IsSkew A) (h : SkewLanczos A b q m) :
    Orthonormal ℝ (fun j : Fin (m + 1) => q j) ∧
    ∀ k, 2 * k ≤ m →
      q (2 * k) ∈ Submodule.span ℝ ((fun l => (A ^ (2 * l)) (q 0)) '' Set.Iic k) := by
  refine ⟨⟨fun j => h.unit j (by omega), fun i j hij => ?_⟩, fun k hk => ?_⟩
  · change ⟪q i, q j⟫_ℝ = 0
    have hne : (i : ℕ) ≠ j := fun e => hij (Fin.ext e)
    rcases lt_or_gt_of_ne hne with hl | hl
    · exact lanczos_orthogonal hA h j (by omega) i hl
    · rw [real_inner_comm]
      exact lanczos_orthogonal hA h i (by omega) j hl
  · refine Submodule.span_mono ?_ (lanczos_mem_krylov h (2 * k) hk)
    rintro _ ⟨i, ⟨hi, hp⟩, rfl⟩
    obtain ⟨l, rfl⟩ : ∃ l, i = 2 * l := ⟨i / 2, by omega⟩
    exact ⟨l, (by omega : l ≤ k), rfl⟩
```

This theorem combines the two results. `Fin (m + 1)` is the index set $0,\dots,m$, and `Set.Iic k` contains the $l\le k$. Orthonormality follows from normalisation and `lanczos_orthogonal`, using the symmetry of the inner product when the indices come in the opposite order. For the span, each even index is written as $i=2l$.

Without skewness, orthogonality can fail after one step: on $\mathbb R$ take $A=1$, $b_1=1$ and $q_0=q_1=1$. Without the condition $b_{j+1}\ne0$, both conclusions can fail: on $\mathbb R^2$ take $A=0$, $b_1=b_2=0$, $q_0=q_1=(1,0)$ and $q_2=(0,1)$.

## A three-site chain

```lean
/-- A skew-symmetric operator on three-dimensional space coupling neighbouring axes with
strengths 1 and 2. -/
def chain : EuclideanSpace ℝ (Fin 3) →ₗ[ℝ] EuclideanSpace ℝ (Fin 3) where
  toFun x := !₂[-x 1, x 0 - 2 * x 2, 2 * x 1]
  map_add' x y := by ext i; fin_cases i <;> simp <;> ring
  map_smul' c x := by ext i; fin_cases i <;> simp <;> ring
```

In coordinates, `chain` is
$$A=\begin{pmatrix}0&-1&0\\1&0&-2\\0&2&0\end{pmatrix}.$$

```lean
/-- The three coordinate unit vectors, in order. -/
def axis : ℕ → EuclideanSpace ℝ (Fin 3)
  | 0 => !₂[1, 0, 0]
  | 1 => !₂[0, 1, 0]
  | _ => !₂[0, 0, 1]
```

The sequence `axis` lists the coordinate unit vectors $e_0,e_1,e_2$. Later entries repeat $e_2$ and play no part in a two-step run.

```lean
/-- The coordinate axes form a two-step Lanczos run for the skew-symmetric operator `chain`,
with coefficients 1 and 2. -/
theorem skew_lanczos_witness :
    IsSkew chain ∧ SkewLanczos chain (fun j => (j : ℝ)) axis 2 := by
  refine ⟨fun x y => ?_, ⟨fun j hj => ?_, fun _ => ?_, fun j hj => ?_, fun j _ => ?_⟩⟩
  · simp [chain, PiLp.inner_apply, Fin.sum_univ_three]
    ring
  · interval_cases j <;> simp [axis, EuclideanSpace.norm_eq, Fin.sum_univ_three]
  · ext i
    fin_cases i <;> simp [chain, axis]
  · obtain rfl : j = 0 := by omega
    ext i
    fin_cases i <;> simp [chain, axis]
  · exact Nat.cast_ne_zero.2 (Nat.succ_ne_zero j)

end

end SkewSymmetricLanczos
```

With $b_j=j$, the two steps are $Ae_0=e_1$ and $Ae_1+e_0=2e_2$, so every hypothesis is satisfied for $m=2$. The parity rule is visible directly: $q_2=\tfrac12(A^2q_0+q_0)$.

```lean
#print axioms SkewSymmetricLanczos.projected_matrix
#print axioms SkewSymmetricLanczos.parity_spans_eq
#print axioms SkewSymmetricLanczos.skew_lanczos
```

```
'SkewSymmetricLanczos.projected_matrix' depends on axioms: [propext, Classical.choice, Quot.sound]
'SkewSymmetricLanczos.parity_spans_eq' depends on axioms: [propext, Classical.choice, Quot.sound]
'SkewSymmetricLanczos.skew_lanczos' depends on axioms: [propext, Classical.choice, Quot.sound]
```
